# The effective permittivity of an equal-fraction series laminate of 1 + id and −1 + id diverges as d decreases to 0

Stack two materials in equal volume fractions, with relative permittivities 1 + id and −1 + id, and apply an electric field normal to the layers. As the constituent loss d > 0 decreases to 0, the imaginary part of the effective permittivity grows without bound. At d = 0 the stack has no effective permittivity for this field direction. Small loss in the layers therefore does not imply small absorption in the composite at a given mean field.

The real parts ±1 stand for a dielectric and a metal-like layer at one frequency, and d for the damping in each. The time dependence is exp(−iωt), so a positive imaginary part means absorption.

```lean
import Mathlib

open Filter Topology

namespace LosslessLaminate
```

Let the layers have volume fractions f and 1 − f, permittivities a and b, and uniform complex field amplitudes E₁ and E₂. With no free charge at the interfaces, the normal displacement D is continuous. In units with ε₀ = 1,

D = aE₁ = bE₂, ⟨E⟩ = fE₁ + (1 − f)E₂.

A number e is an effective permittivity if D = e⟨E⟩ for every pair of layer fields that satisfies the continuity condition. This is `IsSeriesPermittivity f a b e`; the displacement appears there as `a * E₁`. The fraction `f` is any real number, which includes the physical range from 0 to 1.

```lean
/-- The number `e` is an effective permittivity of a two-layer series laminate with volume
fractions `f`, `1 - f` and permittivities `a`, `b`: whenever the normal displacement is continuous
across the layers, it equals `e` times the volume-averaged electric field. -/
def IsSeriesPermittivity (f : ℝ) (a b e : ℂ) : Prop :=
  ∀ E₁ E₂ : ℂ, a * E₁ = b * E₂ → a * E₁ = e * (f * E₁ + (1 - f) * E₂)
```

The step from this model to a real stack is the assumption of local, quasi-static response, with a uniform field in each layer. Within that two-layer model, the result matters when computed dielectric functions are combined into a composite: reducing the broadening of the constituents need not reduce the composite's absorption at a given mean field.

## (a) Effective permittivity from continuity of D

Let a, b and the mean inverse permittivity s = f/a + (1 − f)/b be nonzero. Show that e is an effective permittivity exactly when

e = 1 / (f/a + (1 − f)/b).

**Solution.** Continuity gives E₁ = D/a and E₂ = D/b, so

⟨E⟩ = fD/a + (1 − f)D/b = sD.

If e is an effective permittivity, then D = esD for every D. Taking D = 1 gives es = 1, hence e = 1/s. Conversely, if e = 1/s, then e⟨E⟩ = (1/s)sD = D.

The Lean proof treats the two directions separately. The first inserts the fields `a⁻¹` and `b⁻¹`, which is the choice D = 1. In the second, `key` is the identity ⟨E⟩ = sD, obtained by `linear_combination` from the continuity condition `hD`.

```lean
/-- For nonzero layer permittivities whose mean inverse is nonzero, the effective permittivity
of the series laminate is the weighted harmonic mean, and only that. -/
theorem series_iff_harmonic_mean {f : ℝ} {a b e : ℂ} (ha : a ≠ 0) (hb : b ≠ 0)
    (hs : (f : ℂ) / a + (1 - f) / b ≠ 0) :
    IsSeriesPermittivity f a b e ↔ e = 1 / ((f : ℂ) / a + (1 - f) / b) := by
  constructor
  · intro h
    -- probe the laminate with unit displacement
    have h1 := h a⁻¹ b⁻¹ (by rw [mul_inv_cancel₀ ha, mul_inv_cancel₀ hb])
    rw [mul_inv_cancel₀ ha] at h1
    rw [eq_div_iff hs]
    linear_combination -h1
  · rintro rfl E₁ E₂ hD
    -- the mean field is the mean inverse permittivity times the displacement
    have key : (f : ℂ) * E₁ + (1 - f) * E₂ = ((f : ℂ) / a + (1 - f) / b) * (a * E₁) := by
      have ia := mul_inv_cancel₀ ha
      have ib := mul_inv_cancel₀ hb
      linear_combination (-(f : ℂ) * E₁) * ia - (1 - (f : ℂ)) * E₂ * ib
        - (1 - (f : ℂ)) * b⁻¹ * hD
    rw [key, one_div, inv_mul_cancel_left₀ hs]
```

## (b) Displacement without a mean field

Let a and b be nonzero, and suppose that

f/a + (1 − f)/b = 0.

Show that no effective permittivity exists.

**Solution.** Take D = 1, so that E₁ = 1/a and E₂ = 1/b. The mean field is then

⟨E⟩ = f/a + (1 − f)/b = 0.

An effective permittivity e would have to satisfy 1 = e · 0, which is impossible.

In Lean, `h1` is the defining relation for these fields and `h0` says that their mean vanishes. Together they give 1 = 0. The conclusion concerns the fields themselves and does not depend on a value assigned to 1/0.

```lean
/-- If the layer permittivities are nonzero and their mean inverse vanishes, the series laminate
has no effective permittivity. -/
theorem no_permittivity_at_resonance {f : ℝ} {a b : ℂ} (ha : a ≠ 0) (hb : b ≠ 0)
    (hs : (f : ℂ) / a + (1 - f) / b = 0) :
    ¬ ∃ e, IsSeriesPermittivity f a b e := by
  rintro ⟨e, h⟩
  have h1 := h a⁻¹ b⁻¹ (by rw [mul_inv_cancel₀ ha, mul_inv_cancel₀ hb])
  -- unit displacement coexists with zero mean field
  have h0 : (f : ℂ) * a⁻¹ + (1 - f) * b⁻¹ = 0 := by linear_combination hs
  rw [mul_inv_cancel₀ ha, h0, mul_zero] at h1
  exact one_ne_zero h1
```

## (c) Where the energy is absorbed

For an effective permittivity e and layer fields with continuous displacement, show that

Im e |⟨E⟩|² = f Im a |E₁|² + (1 − f) Im b |E₂|².

**Solution.** Multiply D = e⟨E⟩ by the complex conjugate of ⟨E⟩, with a star denoting conjugation:

e|⟨E⟩|² = D(fE₁* + (1 − f)E₂*).

Write D = aE₁ in the first term and D = bE₂ in the second:

e|⟨E⟩|² = fa|E₁|² + (1 − f)b|E₂|².

Since f and the squared moduli are real, the imaginary part is the stated equation. Multiplied by ωε₀/2, each side is the time-averaged absorbed power per volume, so Im e measures the absorption at unit mean field.

In the code `Complex.normSq` is the squared modulus. The complex identity is `key`, and `congrArg Complex.im` takes its imaginary part.

```lean
/-- Energy balance: for layer fields with continuous normal displacement, the imaginary part of the
effective permittivity times the squared modulus of the mean field is the volume-weighted sum of the
corresponding products in the two layers. -/
theorem absorption_balance {f : ℝ} {a b e E₁ E₂ : ℂ} (h : IsSeriesPermittivity f a b e)
    (hD : a * E₁ = b * E₂) :
    e.im * Complex.normSq (f * E₁ + (1 - f) * E₂) =
      f * (a.im * Complex.normSq E₁) + (1 - f) * (b.im * Complex.normSq E₂) := by
  have hE := h E₁ E₂ hD
  -- multiply the displacement by the conjugate mean field
  have key : e * (Complex.normSq (f * E₁ + (1 - f) * E₂) : ℂ) =
      (f : ℂ) * (a * (Complex.normSq E₁ : ℂ)) +
        ((1 - f : ℝ) : ℂ) * (b * (Complex.normSq E₂ : ℂ)) := by
    simp only [← Complex.mul_conj, map_add, map_mul, map_sub, map_one, Complex.conj_ofReal]
    push_cast
    linear_combination
      (-((f : ℂ) * starRingEnd ℂ E₁ + (1 - (f : ℂ)) * starRingEnd ℂ E₂)) * hE
        + (1 - (f : ℂ)) * starRingEnd ℂ E₂ * hD
  have him := congrArg Complex.im key
  simp only [Complex.im_mul_ofReal, Complex.im_ofReal_mul, Complex.add_im] at him
  linear_combination him
```

## (d) The pair 1 + id and −1 + id

For real d ≠ 0 and f = 1/2, show that the only effective permittivity is

e = i(1 + d²)/d.

**Solution.** Both permittivities are nonzero, because their real parts are ±1. Their product is

(1 + id)(−1 + id) = −1 − d²,

and their sum is 2id. The mean inverse permittivity is therefore

s = (1/2) · 2id/(−1 − d²) = −id/(1 + d²) = d/(i(1 + d²)).

It is nonzero because d ≠ 0, so part (a) applies and e = 1/s is the stated value.

The Lean facts `ha` and `hb` compare real parts to show that the permittivities are nonzero. The value of s is `hsum`, where `Complex.I_sq` supplies i² = −1. The final rewrite applies part (a) and inverts the fraction.

```lean
/-- For `d ≠ 0`, the equal-fraction series laminate of permittivities `1 + i d` and `-1 + i d`
has exactly one effective permittivity, `i (1 + d²) / d`. -/
theorem resonant_laminate_iff {d : ℝ} (hd : d ≠ 0) {e : ℂ} :
    IsSeriesPermittivity (1 / 2) (1 + d * Complex.I) (-1 + d * Complex.I) e ↔
      e = Complex.I * (1 + (d : ℂ) ^ 2) / d := by
  have ha : (1 + d * Complex.I : ℂ) ≠ 0 := by
    intro h
    have := congrArg Complex.re h
    simp at this
  have hb : (-1 + d * Complex.I : ℂ) ≠ 0 := by
    intro h
    have := congrArg Complex.re h
    simp at this
  have hd' : (d : ℂ) ≠ 0 := Complex.ofReal_ne_zero.mpr hd
  have hq : (1 + (d : ℂ) ^ 2) ≠ 0 := by
    have h : (1 + d ^ 2 : ℝ) ≠ 0 := by positivity
    exact_mod_cast h
  have hne := mul_ne_zero Complex.I_ne_zero hq
  -- the real parts cancel in the mean inverse permittivity
  have hsum : ((1 / 2 : ℝ) : ℂ) / (1 + d * Complex.I)
      + (1 - ((1 / 2 : ℝ) : ℂ)) / (-1 + d * Complex.I)
      = d / (Complex.I * (1 + (d : ℂ) ^ 2)) := by
    push_cast
    rw [div_add_div _ _ ha hb, div_eq_div_iff (mul_ne_zero ha hb) hne]
    linear_combination (d : ℂ) * Complex.I_sq
  rw [series_iff_harmonic_mean ha hb (by rw [hsum]; exact div_ne_zero hd' hne), hsum,
    one_div_div]
```

## (e) Real and imaginary parts

For d ≠ 0, show that the effective permittivity of this laminate satisfies

Re e = 0, Im e = 1/d + d.

**Solution.** Divide the result of part (d) term by term:

e = i(1 + d²)/d = i(1/d + d).

The bracket is real, so e is purely imaginary. The real parts of the inverse permittivities have cancelled, and only the loss d keeps the mean field from vanishing at nonzero displacement.

In Lean, `he` writes e as a real number times `Complex.I`, from which both parts are read off.

```lean
/-- For `d ≠ 0`, the effective permittivity of the laminate of `1 + i d` and `-1 + i d` in equal
fractions has zero real part and imaginary part `1/d + d`. -/
theorem resonant_re_im {d : ℝ} (hd : d ≠ 0) {e : ℂ}
    (h : IsSeriesPermittivity (1 / 2) (1 + d * Complex.I) (-1 + d * Complex.I) e) :
    e.re = 0 ∧ e.im = d⁻¹ + d := by
  have hd' : (d : ℂ) ≠ 0 := Complex.ofReal_ne_zero.mpr hd
  have he : e = ((d⁻¹ + d : ℝ) : ℂ) * Complex.I := by
    rw [(resonant_laminate_iff hd).mp h, div_eq_iff hd']
    push_cast
    linear_combination (-Complex.I) * mul_inv_cancel₀ hd'
  constructor
  · rw [he, Complex.re_ofReal_mul, Complex.I_re, mul_zero]
  · rw [he, Complex.im_ofReal_mul, Complex.I_im, mul_one]
```

## (f) A lower bound on the absorption

For every d > 0, show that

Im e ≥ 2.

**Solution.** By part (e),

Im e − 2 = 1/d + d − 2 = (d − 1)²/d ≥ 0.

Equality holds at d = 1. As long as both layers have the same loss d > 0, no choice of d brings the imaginary part below 2.

The Lean proof uses the same square: `hsq` is the identity, `positivity` gives its sign, and `linarith` finishes.

```lean
/-- For every constituent loss `d > 0`, the imaginary part of the effective permittivity of the
equal-fraction laminate of `1 + i d` and `-1 + i d` is at least 2. -/
theorem two_le_absorption {d : ℝ} (hd : 0 < d) {e : ℂ}
    (h : IsSeriesPermittivity (1 / 2) (1 + d * Complex.I) (-1 + d * Complex.I) e) :
    2 ≤ e.im := by
  rw [(resonant_re_im hd.ne' h).2]
  have hsq : d⁻¹ + d - 2 = (d - 1) ^ 2 * d⁻¹ := by
    linear_combination (2 - d) * mul_inv_cancel₀ hd.ne'
  have hpos : 0 ≤ (d - 1) ^ 2 * d⁻¹ := by positivity
  linarith
```

## (g) The limit of vanishing loss

Let ε(d) be the effective permittivity for each d > 0. Show that

Im ε(d) → ∞ as d → 0⁺,

and that ε(d) has no finite complex limit.

**Solution.** For d > 0, part (e) gives

Im ε(d) = 1/d + d > 1/d.

The right-hand side tends to infinity as d decreases to 0, so the left-hand side does too. If ε(d) converged to a complex number L, continuity of the imaginary part would give Im ε(d) → Im L, a finite number. This contradicts the divergence.

In Lean, `ε` is a function on all reals, but `hε` constrains it only for positive d. The filter `𝓝[>] 0` expresses the approach to 0 from above, and `atTop` the growth beyond every bound. The comparison with 1/d is `tendsto_atTop_mono'`.

```lean
/-- Let `ε d` be the effective permittivity of the equal-fraction series laminate of `1 + i d`
and `-1 + i d` for each `d > 0`. As `d` decreases to 0, its imaginary part tends to infinity,
and `ε d` has no finite limit. -/
theorem absorption_diverges (ε : ℝ → ℂ)
    (hε : ∀ d : ℝ, 0 < d →
      IsSeriesPermittivity (1 / 2) (1 + d * Complex.I) (-1 + d * Complex.I) (ε d)) :
    Tendsto (fun d => (ε d).im) (𝓝[>] 0) atTop ∧
      ¬ ∃ L : ℂ, Tendsto ε (𝓝[>] 0) (𝓝 L) := by
  have hlim : Tendsto (fun d => (ε d).im) (𝓝[>] 0) atTop := by
    -- the imaginary part exceeds 1/d
    refine tendsto_atTop_mono' _ ?_ (tendsto_inv_nhdsGT_zero (𝕜 := ℝ))
    filter_upwards [self_mem_nhdsWithin] with d hd
    have hd0 : 0 < d := hd
    rw [(resonant_re_im hd0.ne' (hε d hd0)).2]
    linarith
  refine ⟨hlim, ?_⟩
  rintro ⟨L, hL⟩
  exact not_tendsto_nhds_of_tendsto_atTop hlim L.im
    ((Complex.continuous_im.tendsto L).comp hL)
```

## (h) The lossless laminate

Set d = 0, so that the layers have permittivities 1 and −1 in equal fractions. Show that no number e satisfies

D = e⟨E⟩

for all layer fields with continuous displacement.

**Solution.** The mean inverse permittivity is

(1/2)/1 + (1/2)/(−1) = 0,

so part (b) applies. Explicitly, E₁ = 1 and E₂ = −1 give D = 1 in both layers and ⟨E⟩ = 0.

The Lean proof is likewise an application of part (b), with the vanishing sum evaluated by `norm_num`.

```lean
/-- The lossless equal-fraction series laminate of permittivities `1` and `-1` has no effective
permittivity. -/
theorem lossless_undefined : ¬ ∃ e, IsSeriesPermittivity (1 / 2) 1 (-1) e :=
  no_permittivity_at_resonance one_ne_zero (neg_ne_zero.mpr one_ne_zero)
    (by push_cast; norm_num)

end LosslessLaminate
```

```lean
#print axioms LosslessLaminate.absorption_balance
-- 'LosslessLaminate.absorption_balance' depends on axioms: [propext, Classical.choice, Quot.sound]
#print axioms LosslessLaminate.two_le_absorption
-- 'LosslessLaminate.two_le_absorption' depends on axioms: [propext, Classical.choice, Quot.sound]
#print axioms LosslessLaminate.absorption_diverges
-- 'LosslessLaminate.absorption_diverges' depends on axioms: [propext, Classical.choice, Quot.sound]
#print axioms LosslessLaminate.lossless_undefined
-- 'LosslessLaminate.lossless_undefined' depends on axioms: [propext, Classical.choice, Quot.sound]
```
